# Squared one-phonon structure factors of a diatomic chain at zone centre sum to b²/m + c²/M

A harmonic chain has alternating masses m, M > 0, equal springs k > 0 and real scattering lengths b, c. At zone centre, with both atoms scattering in phase and Debye–Waller factors set to one, its normalized acoustic and optic modes have squared structure factors

F_ac² = (b + c)²/(m + M)

F_op² = (bM − cm)²/(mM(m + M))

and these add up to b²/m + c²/M. The acoustic factor vanishes exactly when c = −b. For this one-dimensional harmonic model, the formulas show how masses and scattering lengths divide the sum of squared structure factors for coherent neutron scattering between the two branches.

```lean
import Mathlib

open Matrix

namespace DiatomicOnePhonon

noncomputable section
```

## The chain and its structure factor

At zone centre all cells move alike, so each atom is tied by two springs to neighbours with a common displacement. With displacements u₀, u₁ the equations of motion are

m ü₀ = −2k(u₀ − u₁)

M ü₁ = −2k(u₁ − u₀)

Setting e₀ = √m u₀ and e₁ = √M u₁ turns them into an eigenvalue problem D e = ω² e, where ω is the angular frequency and D is the symmetric matrix below. The file starts from this matrix; the equations of motion are its physical origin.

```lean
/-- Mass-weighted dynamical matrix at zone centre of a chain with alternating masses `m`, `M`
and equal springs `k`. -/
def dynMatrix (k m M : ℝ) : Matrix (Fin 2) (Fin 2) ℝ :=
  !![2 * k / m, -(2 * k / (√m * √M)); -(2 * k / (√m * √M)), 2 * k / M]
```

For atoms j with masses μ_j and scattering lengths b_j, the structure factor of a polarization vector e is

F(e) = Σ_j b_j e_j/√μ_j

There is one displacement coordinate per atom. Debye–Waller factors are set to one, and so are the phase factors of the atoms within the cell. In an equally spaced chain those phase factors are equal at even-order reciprocal lattice points; at odd orders c is replaced by −c. The kinematic, thermal and frequency factors are also left out. These factors can differ between branches, so the sum concerns structure factors and not measured intensities. In the theorem names below, "intensity" means only the squared structure factor. Since the product of the thermal and frequency factors diverges at ω = 0, the acoustic result is best read as the structure factor approached at long wavelength.

```lean
/-- One-phonon structure factor at zone centre of a mode with polarization vector `e`, for atoms
of masses `μ j` and scattering lengths `b j`, without common prefactors. -/
def structureFactor {ι : Type*} [Fintype ι] (μ b e : ι → ℝ) : ℝ :=
  ∑ j, b j / √(μ j) * e j
```

Two explicit vectors will serve as examples of the modes. The acoustic one is (√m, √M)/√(m + M).

```lean
/-- Normalized polarization vector with components proportional to `√m` and `√M`. -/
def acousticMode (m M : ℝ) : Fin 2 → ℝ := ![√m / √(m + M), √M / √(m + M)]
```

The optic one is (√M, −√m)/√(m + M).

```lean
/-- Normalized polarization vector with components proportional to `√M` and `-√m`. -/
def opticMode (m M : ℝ) : Fin 2 → ℝ := ![√M / √(m + M), -(√m / √(m + M))]
```

Three short lemmas prepare the algebra. The first writes a positive mass as a square, m = s², which lets later proofs work with s = √m and t = √M as ordinary positive numbers.

```lean
lemma exists_root {m : ℝ} (hm : 0 < m) : ∃ s : ℝ, 0 < s ∧ m = s ^ 2 :=
  ⟨√m, Real.sqrt_pos.2 hm, (Real.sq_sqrt hm.le).symm⟩
```

The second expands a scalar product, `v ⬝ᵥ w`, into its two terms.

```lean
lemma dot_two (v w : Fin 2 → ℝ) : v ⬝ᵥ w = v 0 * w 0 + v 1 * w 1 := by
  simp [dotProduct, Fin.sum_univ_two]
```

The third does the same for the structure factor: F(e) = b e₀/√m + c e₁/√M.

```lean
lemma structureFactor_two (m M b c : ℝ) (e : Fin 2 → ℝ) :
    structureFactor ![m, M] ![b, c] e = b / √m * e 0 + c / √M * e 1 := by
  simp [structureFactor, Fin.sum_univ_two]
```

## Which vectors are acoustic and which are optic

Multiplying out D e and collecting terms gives

D e = 2k (e₀/√m − e₁/√M) (1/√m, −1/√M)

Only the stretch u₀ − u₁ produces a force. The proof checks the two components separately, with `field_simp` and `ring` doing the algebra.

```lean
/-- The dynamical matrix acts on a polarization vector only through the difference of the two
atomic displacements `e 0 / √m` and `e 1 / √M`. -/
theorem dynMatrix_mulVec {k m M : ℝ} (hm : 0 < m) (hM : 0 < M) (e : Fin 2 → ℝ) :
    dynMatrix k m M *ᵥ e =
      (2 * k * (e 0 / √m - e 1 / √M)) • ![1 / √m, -(1 / √M)] := by
  obtain ⟨s, hs, rfl⟩ := exists_root hm
  obtain ⟨t, ht, rfl⟩ := exists_root hM
  ext i
  fin_cases i <;>
    simp [dynMatrix, Matrix.mulVec, dotProduct, Fin.sum_univ_two, Real.sqrt_sq hs.le,
      Real.sqrt_sq ht.le] <;> field_simp <;> ring
```

Since k and 1/√m are nonzero, D e = 0 holds exactly when the stretch vanishes:

e₀/√m = e₁/√M

Both atoms then move together. The proof reads this off the first component and gets the converse by substitution.

```lean
/-- A polarization vector has eigenvalue zero exactly when both atoms are displaced equally. -/
theorem acoustic_iff {k m M : ℝ} (hk : 0 < k) (hm : 0 < m) (hM : 0 < M) (e : Fin 2 → ℝ) :
    dynMatrix k m M *ᵥ e = 0 ↔ e 0 / √m = e 1 / √M := by
  rw [dynMatrix_mulVec hm hM]
  constructor
  · intro h
    have h0 : 2 * k * (e 0 / √m - e 1 / √M) * (1 / √m) = 0 := congrFun h 0
    have hs : 1 / √m ≠ 0 := (one_div_pos.2 (Real.sqrt_pos.2 hm)).ne'
    have h1 := (mul_eq_zero.1 h0).resolve_right hs
    have h2 := (mul_eq_zero.1 h1).resolve_left (by positivity)
    linarith
  · intro h
    rw [h, sub_self, mul_zero, zero_smul]
```

For the eigenvalue 2k/m + 2k/M, the first component of the eigenvalue equation is

2k(e₀/s − e₁/t)/s = (2k/s² + 2k/t²) e₀

The terms 2k e₀/s² cancel. Multiplying the rest by st² leaves 2k(s e₀ + t e₁) = 0, which is the identity `key` in the proof. Hence

√m e₀ + √M e₁ = m u₀ + M u₁ = 0

and the centre of mass is at rest. Conversely, inserting e₁ = −s e₀/t satisfies both components.

```lean
/-- A polarization vector has eigenvalue `2k/m + 2k/M` exactly when `√m * e 0 + √M * e 1 = 0`, which
says that the centre of mass is at rest. -/
theorem optic_iff {k m M : ℝ} (hk : 0 < k) (hm : 0 < m) (hM : 0 < M) (e : Fin 2 → ℝ) :
    dynMatrix k m M *ᵥ e = (2 * k / m + 2 * k / M) • e ↔ √m * e 0 + √M * e 1 = 0 := by
  rw [dynMatrix_mulVec hm hM]
  obtain ⟨s, hs, rfl⟩ := exists_root hm
  obtain ⟨t, ht, rfl⟩ := exists_root hM
  rw [Real.sqrt_sq hs.le, Real.sqrt_sq ht.le]
  constructor
  · intro h
    have h0 : 2 * k * (e 0 / s - e 1 / t) * (1 / s) =
        (2 * k / s ^ 2 + 2 * k / t ^ 2) * e 0 := congrFun h 0
    have key : 2 * k * (s * e 0 + t * e 1) = s * t ^ 2 *
        ((2 * k / s ^ 2 + 2 * k / t ^ 2) * e 0 - 2 * k * (e 0 / s - e 1 / t) * (1 / s)) := by
      field_simp
      ring
    rw [h0, sub_self, mul_zero] at key
    exact (mul_eq_zero.1 key).resolve_left (by positivity)
  · intro h
    have he : e 1 = -(s * e 0) / t := by
      rw [eq_div_iff ht.ne']
      linarith
    ext i
    fin_cases i
    · show 2 * k * (e 0 / s - e 1 / t) * (1 / s) = (2 * k / s ^ 2 + 2 * k / t ^ 2) * e 0
      rw [he]
      field_simp
      ring
    · show 2 * k * (e 0 / s - e 1 / t) * (-(1 / t)) = (2 * k / s ^ 2 + 2 * k / t ^ 2) * e 1
      rw [he]
      field_simp
      ring
```

## The two squared structure factors

For an acoustic vector let u be the common displacement, so that e = (us, ut). Normalization and the structure factor become

u²(m + M) = 1

F = (b + c)u

Squaring F gives (b + c)²/(m + M). In Lean, `he` is the eigenvalue equation and `hn` the normalization. The result holds for every such vector, so the arbitrary overall sign of an eigenvector is harmless.

```lean
/-- Every normalized zero-frequency mode has squared structure factor `(b+c)²/(m+M)`. -/
theorem acoustic_intensity {k m M : ℝ} (hk : 0 < k) (hm : 0 < m) (hM : 0 < M) (b c : ℝ)
    {e : Fin 2 → ℝ} (he : dynMatrix k m M *ᵥ e = 0) (hn : e ⬝ᵥ e = 1) :
    structureFactor ![m, M] ![b, c] e ^ 2 = (b + c) ^ 2 / (m + M) := by
  have h := (acoustic_iff hk hm hM e).1 he
  rw [structureFactor_two]
  rw [dot_two] at hn
  obtain ⟨s, hs, rfl⟩ := exists_root hm
  obtain ⟨t, ht, rfl⟩ := exists_root hM
  rw [Real.sqrt_sq hs.le, Real.sqrt_sq ht.le] at h ⊢
  -- `u` is the common displacement of the two atoms
  obtain ⟨u, hu⟩ : ∃ u, u = e 0 / s := ⟨_, rfl⟩
  have h0 : e 0 = u * s := ((eq_div_iff hs.ne').1 hu).symm
  have h1 : e 1 = u * t := ((eq_div_iff ht.ne').1 (hu.trans h)).symm
  rw [h0, h1] at hn
  have hF : b / s * e 0 + c / t * e 1 = (b + c) * u := by
    rw [h0, h1]
    field_simp
  rw [hF, eq_div_iff (by positivity)]
  linear_combination (b + c) ^ 2 * hn
```

For an optic vector, the centre-of-mass condition gives e = v(t, −s) for some number v. Then

v²(m + M) = 1

F = v(bt/s − cs/t) = v(bM − cm)/(st)

and squaring gives (bM − cm)²/(mM(m + M)). In the limit M → ∞ this tends to b²/m while the acoustic value tends to zero: the light atom vibrates against a fixed partner.

```lean
/-- Every normalized mode with eigenvalue `2k/m + 2k/M` has squared structure factor
`(bM-cm)²/(mM(m+M))`. -/
theorem optic_intensity {k m M : ℝ} (hk : 0 < k) (hm : 0 < m) (hM : 0 < M) (b c : ℝ)
    {e : Fin 2 → ℝ} (he : dynMatrix k m M *ᵥ e = (2 * k / m + 2 * k / M) • e)
    (hn : e ⬝ᵥ e = 1) :
    structureFactor ![m, M] ![b, c] e ^ 2 = (b * M - c * m) ^ 2 / (m * M * (m + M)) := by
  have h := (optic_iff hk hm hM e).1 he
  rw [structureFactor_two]
  rw [dot_two] at hn
  obtain ⟨s, hs, rfl⟩ := exists_root hm
  obtain ⟨t, ht, rfl⟩ := exists_root hM
  rw [Real.sqrt_sq hs.le, Real.sqrt_sq ht.le] at h ⊢
  -- the polarization vector is `v (t, -s)`
  obtain ⟨v, hv⟩ : ∃ v, v = e 0 / t := ⟨_, rfl⟩
  have h0 : e 0 = v * t := ((eq_div_iff ht.ne').1 hv).symm
  have h1 : e 1 = -(v * s) :=
    mul_left_cancel₀ ht.ne' (by linear_combination h - s * h0)
  rw [h0, h1] at hn
  have hF : b / s * e 0 + c / t * e 1 = v * (b * t ^ 2 - c * s ^ 2) / (s * t) := by
    rw [h0, h1]
    field_simp
    ring
  rw [hF, div_pow, div_eq_div_iff (by positivity) (by positivity)]
  linear_combination (b * t ^ 2 - c * s ^ 2) ^ 2 * s ^ 2 * t ^ 2 * hn
```

Over the common denominator mM(m + M), the sum has the numerator

mM(b + c)² + (bM − cm)² = (m + M)(b²M + c²m)

because the terms ±2bcmM cancel. Division leaves b²/m + c²/M. The theorem collects both values and the sum for an acoustic vector `a` and an optic vector `o`.

```lean
/-- The squared structure factors of normalized acoustic and optic modes `a`, `o` at zone centre,
and their sum `b²/m + c²/M`. -/
theorem one_phonon_intensities {k m M : ℝ} (hk : 0 < k) (hm : 0 < m) (hM : 0 < M) (b c : ℝ)
    {a o : Fin 2 → ℝ} (ha : dynMatrix k m M *ᵥ a = 0) (hna : a ⬝ᵥ a = 1)
    (ho : dynMatrix k m M *ᵥ o = (2 * k / m + 2 * k / M) • o) (hno : o ⬝ᵥ o = 1) :
    structureFactor ![m, M] ![b, c] a ^ 2 = (b + c) ^ 2 / (m + M) ∧
    structureFactor ![m, M] ![b, c] o ^ 2 = (b * M - c * m) ^ 2 / (m * M * (m + M)) ∧
    structureFactor ![m, M] ![b, c] a ^ 2 + structureFactor ![m, M] ![b, c] o ^ 2 =
      b ^ 2 / m + c ^ 2 / M := by
  have h1 := acoustic_intensity hk hm hM b c ha hna
  have h2 := optic_intensity hk hm hM b c ho hno
  refine ⟨h1, h2, ?_⟩
  rw [h1, h2]
  field_simp
  ring
```

A real number vanishes exactly when its square does, and the denominators are positive. The acoustic factor is therefore zero exactly when c = −b, and the optic one exactly when bM = cm.

```lean
/-- The acoustic mode is extinguished exactly for opposite scattering lengths, and the optic mode
exactly when `bM = cm`. -/
theorem extinction_iff {k m M : ℝ} (hk : 0 < k) (hm : 0 < m) (hM : 0 < M) (b c : ℝ)
    {a o : Fin 2 → ℝ} (ha : dynMatrix k m M *ᵥ a = 0) (hna : a ⬝ᵥ a = 1)
    (ho : dynMatrix k m M *ᵥ o = (2 * k / m + 2 * k / M) • o) (hno : o ⬝ᵥ o = 1) :
    (structureFactor ![m, M] ![b, c] a = 0 ↔ c = -b) ∧
    (structureFactor ![m, M] ![b, c] o = 0 ↔ b * M = c * m) := by
  have hp : m + M ≠ 0 := by positivity
  have hq : m * M * (m + M) ≠ 0 := by positivity
  constructor
  · rw [← pow_eq_zero_iff (n := 2) two_ne_zero, acoustic_intensity hk hm hM b c ha hna,
      div_eq_zero_iff, or_iff_left hp, pow_eq_zero_iff two_ne_zero]
    constructor <;> intro h <;> linarith
  · rw [← pow_eq_zero_iff (n := 2) two_ne_zero, optic_intensity hk hm hM b c ho hno,
      div_eq_zero_iff, or_iff_left hq, pow_eq_zero_iff two_ne_zero, sub_eq_zero]
```

The explicit vectors given earlier satisfy all these conditions. The two criteria reduce the eigenvalue equations to equal displacements and a resting centre of mass; the norms are (m + M)/(m + M) = 1, and the scalar product cancels.

```lean
/-- The explicit vectors `acousticMode` and `opticMode` are orthonormal eigenvectors of the
dynamical matrix with eigenvalues `0` and `2k/m + 2k/M`. -/
theorem modes_witness {k m M : ℝ} (hk : 0 < k) (hm : 0 < m) (hM : 0 < M) :
    dynMatrix k m M *ᵥ acousticMode m M = 0 ∧
    dynMatrix k m M *ᵥ opticMode m M = (2 * k / m + 2 * k / M) • opticMode m M ∧
    acousticMode m M ⬝ᵥ acousticMode m M = 1 ∧ opticMode m M ⬝ᵥ opticMode m M = 1 ∧
    acousticMode m M ⬝ᵥ opticMode m M = 0 := by
  have hs := Real.sqrt_pos.2 hm
  have ht := Real.sqrt_pos.2 hM
  have hp : 0 < m + M := by positivity
  rw [acoustic_iff hk hm hM, optic_iff hk hm hM, dot_two, dot_two, dot_two]
  refine ⟨?_, ?_, ?_, ?_, ?_⟩
  · show √m / √(m + M) / √m = √M / √(m + M) / √M
    rw [div_right_comm, div_self hs.ne', div_right_comm, div_self ht.ne']
  · show √m * (√M / √(m + M)) + √M * -(√m / √(m + M)) = 0
    ring
  · show √m / √(m + M) * (√m / √(m + M)) + √M / √(m + M) * (√M / √(m + M)) = 1
    rw [div_mul_div_comm, div_mul_div_comm, ← add_div, Real.mul_self_sqrt hm.le,
      Real.mul_self_sqrt hM.le, Real.mul_self_sqrt hp.le, div_self hp.ne']
  · show √M / √(m + M) * (√M / √(m + M)) + -(√m / √(m + M)) * -(√m / √(m + M)) = 1
    rw [neg_mul_neg, div_mul_div_comm, div_mul_div_comm, ← add_div, Real.mul_self_sqrt hm.le,
      Real.mul_self_sqrt hM.le, Real.mul_self_sqrt hp.le, add_comm M m, div_self hp.ne']
  · show √m / √(m + M) * (√M / √(m + M)) + √M / √(m + M) * -(√m / √(m + M)) = 0
    ring
```

## The sum for any number of atoms

Let the rows of a real matrix E be a complete orthonormal set of polarization vectors, and let w_j = b_j/√μ_j. The structure factor of row ν is (E w)_ν. An orthogonal matrix preserves length, so

Σ_ν F_ν² = |E w|² = |w|² = Σ_j b_j²/μ_j

The hypothesis `hE` states E Eᵀ = 1, and the proof first turns it into Eᵀ E = 1, which holds because E is square. No dynamical matrix enters, so the sum is independent of the force constants. For a single atom it reads b²/μ.

In a numerical calculation with real eigenvectors and one coordinate per atom, this sum tests the mass weighting in the structure factor: a 1/√μ_j forgotten there generally spoils it. It does not test the dynamical matrix, because any complete orthonormal set gives the same sum. Routines such as `numpy.linalg.eigh` return eigenvectors as columns, so E is the transpose of their output.

```lean
/-- For any finite number of atoms in the cell, the squared structure factors of a complete
orthonormal set of real polarization vectors (the rows of `E`) sum to `∑ b_j²/μ_j`. -/
theorem intensity_sum_rule {ι : Type*} [Fintype ι] [DecidableEq ι] (μ b : ι → ℝ)
    (hμ : ∀ j, 0 < μ j) (E : Matrix ι ι ℝ) (hE : E * Eᵀ = 1) :
    ∑ ν, structureFactor μ b (E ν) ^ 2 = ∑ j, b j ^ 2 / μ j := by
  have hE' : Eᵀ * E = 1 := mul_eq_one_comm.1 hE
  let w : ι → ℝ := fun j => b j / √(μ j)
  -- an orthogonal matrix preserves the length of the vector `w`
  have hw : (E *ᵥ w) ⬝ᵥ (E *ᵥ w) = w ⬝ᵥ w := by
    rw [Matrix.dotProduct_mulVec, ← Matrix.mulVec_transpose, Matrix.mulVec_mulVec, hE',
      Matrix.one_mulVec]
  have hF : ∀ ν, structureFactor μ b (E ν) = (E *ᵥ w) ν := fun ν =>
    Finset.sum_congr rfl fun j _ => mul_comm _ _
  calc ∑ ν, structureFactor μ b (E ν) ^ 2 = (E *ᵥ w) ⬝ᵥ (E *ᵥ w) :=
        Finset.sum_congr rfl fun ν _ => by rw [hF ν, sq]
    _ = w ⬝ᵥ w := hw
    _ = ∑ j, b j ^ 2 / μ j := Finset.sum_congr rfl fun j _ => by
        show b j / √(μ j) * (b j / √(μ j)) = b j ^ 2 / μ j
        rw [div_mul_div_comm, Real.mul_self_sqrt (hμ j).le, sq]

end

end DiatomicOnePhonon
```

```lean
#print axioms DiatomicOnePhonon.one_phonon_intensities
-- 'DiatomicOnePhonon.one_phonon_intensities' depends on axioms: [propext, Classical.choice, Quot.sound]
#print axioms DiatomicOnePhonon.extinction_iff
-- 'DiatomicOnePhonon.extinction_iff' depends on axioms: [propext, Classical.choice, Quot.sound]
#print axioms DiatomicOnePhonon.intensity_sum_rule
-- 'DiatomicOnePhonon.intensity_sum_rule' depends on axioms: [propext, Classical.choice, Quot.sound]
```
